# The second law for heat currents through a finite level system with local detailed balance

## One set of jump rates per bath

A small system in contact with baths at different temperatures can pass heat between them, and the second law restricts the heat currents. The model used here assigns every jump of the system to one bath: each bath k has its own rates W^k_ij ≥ 0 for jumps from level j to level i, and the populations p_i follow the master equation with all rates added:

dp_i/dt = Σ_k Σ_j (W^k_ij p_j − W^k_ji p_i).

Level i has energy E_i, and bath k has inverse temperature β_k, with k_B = 1. Local detailed balance is postulated for each bath:

W^k_ij exp(−β_k E_j) = W^k_ji exp(−β_k E_i).

It expresses that the bath is itself in thermal equilibrium, so that alone it would leave Boltzmann populations unchanged. The heat current from bath k into the system is

J_k = Σ_ij (E_i − E_j) W^k_ij p_j.

In a stationary state with all p_i > 0, the claim is Σ_k β_k J_k ≤ 0. Since −β_k J_k is the rate at which the entropy of bath k grows, the baths together never lose entropy.

Population master equations of this kind describe weakly coupled quantum systems, such as a molecule between two heat reservoirs, when the memory of the baths is short, the number of levels is finite and coherences decouple from the populations. The reduction of the full dynamics of system and baths to such an equation is the step that the hypotheses leave to physics.

## The statement in Lean

The finite types `n` and `K` label levels and baths, and `W k i j` is W^k_ij. Diagonal entries cancel everywhere; `W k` is a table of rates, not a generator with negative diagonal.

- `DetailedBalance (β k) E (W k)` is the condition above. The sign of `β k` is not restricted.
- `IsStationary W p` says that the right-hand side of the master equation vanishes for every level.
- `current f w p` is the mean rate at which jumps raise any level quantity `f`; for `f = E` it is the heat current.
- `entropyProduction` is a rate and belongs to a single bath.

The theorem `sum_beta_mul_heat_nonpos` assumes non-negative rates, local detailed balance for each bath, positive populations and stationarity. The existence of such populations is assumed. They need not sum to one; dividing a current by Σ_i p_i gives its value for the normalised distribution.

The theorem `sum_beta_mul_heat_eq_zero_iff` adds that equality holds exactly when W^k_ij p_j = W^k_ji p_i for every bath and every pair of levels.

## Each bath produces non-negative entropy

Fix one bath and write w and β for its rates and inverse temperature. Set

x_i = p_i exp(β E_i),  s_ij = w_ij exp(−β E_j).

Local detailed balance says s_ij = s_ji, so w_ij p_j = s_ij x_j and w_ji p_i = s_ij x_i. The net flux from j to i, multiplied by its thermodynamic force, is

(w_ij p_j − w_ji p_i)(log x_j − log x_i) = s_ij (x_j − x_i)(log x_j − log x_i) ≥ 0,

because the logarithm is increasing. If x_i = x_j, the flux is zero; otherwise the force is non-zero. The product therefore vanishes exactly when the flux does.

The entropy production σ of the bath is the entropy change that its jumps cause in the system, minus β times the heat J it supplies:

σ = −Σ_ij (log p_i − log p_j) w_ij p_j − βJ = Σ_ij w_ij p_j (log x_j − log x_i).

Exchanging the names i and j and adding the two forms gives

2σ = Σ_ij (w_ij p_j − w_ji p_i)(log x_j − log x_i) ≥ 0.

Stationarity has not been used so far.

## Stationarity removes the system's entropy

For any level quantity f, renaming indices in one of the two terms gives

Σ_k Σ_ij (f_i − f_j) W^k_ij p_j = Σ_i f_i Σ_k Σ_j (W^k_ij p_j − W^k_ji p_i) = 0.

With f = E this is energy conservation, Σ_k J_k = 0. With f = log p, the system's entropy change drops out of the total, and

Σ_k σ_k = −Σ_k β_k J_k.

The left side is non-negative, which proves the inequality. It is zero only if every σ_k is zero, hence only if every bath balances every pair.

If all β_k are equal, or there is only one bath, energy conservation makes Σ_k β_k J_k zero. Every positive stationary state then has this pairwise balance, and every J_k vanishes.

## Heat flows from hot to cold

Take two baths with β_0 < β_1. Then J_1 = −J_0, so (β_0 − β_1) J_0 ≤ 0 and J_0 ≥ 0. Suppose both baths drive the jump from j to i, with E_i ≠ E_j. If J_0 were zero, both would balance this pair, and dividing by local detailed balance would give

p_j / p_i = exp(−β_k (E_j − E_i)) for k = 0 and k = 1,

which is impossible for different β_k. Hence J_0 > 0.

It is not enough that each bath drives some jump between unequal energies: in a three-level chain with one bath on each link, no stationary current flows.

## A two-level system between two baths

When the summed rates connect all levels, they fix the normalised stationary populations, and the separate rates then give the currents. Let the energies be 0 and 1, and let both baths excite at rate 1. Bath 0 de-excites at rate 2 and bath 1 at rate 5, so β_0 = log 2 and β_1 = log 5. The total rates are 2 up and 7 down, which gives p = (7/9, 2/9). Then

J_0 = 1·7/9 − 2·2/9 = 1/3,
J_1 = 1·7/9 − 5·2/9 = −1/3,

and Σ_k β_k J_k = (log 2 − log 5)/3 ≈ −0.305.

## The Lean file

```lean
import Mathlib

namespace HeatTransport

noncomputable section

variable {n K : Type*} [Fintype n] [Fintype K]

/-- Local detailed balance at inverse temperature `β` for levels `E`, where `w i j` is the
rate of the jump from level `j` to level `i`. -/
def DetailedBalance (β : ℝ) (E : n → ℝ) (w : n → n → ℝ) : Prop :=
  ∀ i j, w i j * Real.exp (-(β * E j)) = w j i * Real.exp (-(β * E i))

/-- The mean rate at which jumps with rates `w` raise the level quantity `f` in the
populations `p`. For `f = E` this is the heat current from the bath into the system. -/
def current (f : n → ℝ) (w : n → n → ℝ) (p : n → ℝ) : ℝ :=
  ∑ i, ∑ j, (f i - f j) * w i j * p j

/-- The populations `p` are stationary under the master equation with the rates of all
baths added. -/
def IsStationary (W : K → n → n → ℝ) (p : n → ℝ) : Prop :=
  ∀ i, ∑ k, ∑ j, (W k i j * p j - W k j i * p i) = 0

/-- Entropy production due to one bath, for positive populations `p`: the entropy change its
jumps cause in the system, minus `β` times the heat it supplies. -/
def entropyProduction (β : ℝ) (E : n → ℝ) (w : n → n → ℝ) (p : n → ℝ) : ℝ :=
  -current (fun i => Real.log (p i)) w p - β * current E w p

omit [Fintype n] in
/-- For non-negative rates with local detailed balance and positive populations, the net flux
between two levels times its thermodynamic force is non-negative, and it vanishes exactly
when the net flux does. -/
theorem flux_mul_force {β : ℝ} {E : n → ℝ} {w : n → n → ℝ} {p : n → ℝ}
    (hw : ∀ i j, 0 ≤ w i j) (hdb : DetailedBalance β E w) (hp : ∀ i, 0 < p i) (i j : n) :
    0 ≤ (w i j * p j - w j i * p i) *
        ((Real.log (p j) + β * E j) - (Real.log (p i) + β * E i)) ∧
      ((w i j * p j - w j i * p i) *
        ((Real.log (p j) + β * E j) - (Real.log (p i) + β * E i)) = 0 ↔
        w i j * p j = w j i * p i) := by
  -- the logarithm is strictly increasing
  have key : ∀ s x y : ℝ, 0 ≤ s → 0 < x → 0 < y →
      0 ≤ (s * x - s * y) * (Real.log x - Real.log y) ∧
      ((s * x - s * y) * (Real.log x - Real.log y) = 0 ↔ s * x = s * y) := by
    intro s x y hs hx hy
    rcases lt_trichotomy x y with h | h | h
    · have hl := Real.log_lt_log hx h
      have h3 := mul_nonneg hs (mul_pos (sub_pos.2 h) (sub_pos.2 hl)).le
      exact ⟨by nlinarith [h3], by
        rw [mul_eq_zero, or_iff_left (sub_ne_zero.2 hl.ne), sub_eq_zero]⟩
    · subst h
      simp
    · have hl := Real.log_lt_log hy h
      have h3 := mul_nonneg hs (mul_pos (sub_pos.2 h) (sub_pos.2 hl)).le
      exact ⟨by nlinarith [h3], by
        rw [mul_eq_zero, or_iff_left (sub_ne_zero.2 hl.ne'), sub_eq_zero]⟩
  have hx : ∀ l, 0 < p l * Real.exp (β * E l) := fun l => mul_pos (hp l) (Real.exp_pos _)
  have hlog : ∀ l, Real.log (p l * Real.exp (β * E l)) = Real.log (p l) + β * E l :=
    fun l => by rw [Real.log_mul (hp l).ne' (Real.exp_pos _).ne', Real.log_exp]
  have hc : ∀ l, Real.exp (-(β * E l)) * Real.exp (β * E l) = 1 := fun l => by
    rw [← Real.exp_add, neg_add_cancel, Real.exp_zero]
  -- both one-way fluxes share the same symmetric prefactor
  have h1 : w i j * p j =
      (w i j * Real.exp (-(β * E j))) * (p j * Real.exp (β * E j)) := by
    linear_combination (-(w i j * p j)) * hc j
  have h2 : w j i * p i =
      (w i j * Real.exp (-(β * E j))) * (p i * Real.exp (β * E i)) := by
    rw [hdb i j]
    linear_combination (-(w j i * p i)) * hc i
  have hs := mul_nonneg (hw i j) (Real.exp_pos (-(β * E j))).le
  have hk := key _ _ _ hs (hx j) (hx i)
  rw [← h1, ← h2, hlog i, hlog j] at hk
  exact hk

/-- Twice the entropy production of a bath is the sum of flux times force over all ordered
pairs of levels. -/
theorem two_mul_entropyProduction (β : ℝ) (E : n → ℝ) (w : n → n → ℝ) (p : n → ℝ) :
    2 * entropyProduction β E w p = ∑ i, ∑ j, (w i j * p j - w j i * p i) *
      ((Real.log (p j) + β * E j) - (Real.log (p i) + β * E i)) := by
  have h1 : entropyProduction β E w p = ∑ i, ∑ j, w i j * p j *
      ((Real.log (p j) + β * E j) - (Real.log (p i) + β * E i)) := by
    simp only [entropyProduction, current, Finset.mul_sum, ← Finset.sum_neg_distrib,
      ← Finset.sum_sub_distrib]
    refine Finset.sum_congr rfl fun i _ => Finset.sum_congr rfl fun j _ => ?_
    ring
  -- exchange the names of the two levels and average
  have h2 := h1.trans Finset.sum_comm
  rw [two_mul]
  refine (congrArg₂ (· + ·) h1 h2).trans ?_
  simp only [← Finset.sum_add_distrib]
  refine Finset.sum_congr rfl fun i _ => Finset.sum_congr rfl fun j _ => ?_
  ring

/-- A bath with non-negative rates and local detailed balance produces non-negative entropy
in any positive populations, stationary or not. -/
theorem entropyProduction_nonneg {β : ℝ} {E : n → ℝ} {w : n → n → ℝ} {p : n → ℝ}
    (hw : ∀ i j, 0 ≤ w i j) (hdb : DetailedBalance β E w) (hp : ∀ i, 0 < p i) :
    0 ≤ entropyProduction β E w p := by
  have h2 := two_mul_entropyProduction β E w p
  have h3 := Finset.sum_nonneg fun i (_ : i ∈ Finset.univ) =>
    Finset.sum_nonneg fun j (_ : j ∈ Finset.univ) => (flux_mul_force hw hdb hp i j).1
  linarith

/-- For non-negative rates with local detailed balance and positive populations, the entropy
production of a bath vanishes exactly when its jumps balance between every two levels. -/
theorem entropyProduction_eq_zero_iff {β : ℝ} {E : n → ℝ} {w : n → n → ℝ} {p : n → ℝ}
    (hw : ∀ i j, 0 ≤ w i j) (hdb : DetailedBalance β E w) (hp : ∀ i, 0 < p i) :
    entropyProduction β E w p = 0 ↔ ∀ i j, w i j * p j = w j i * p i := by
  have h2 := two_mul_entropyProduction β E w p
  constructor
  · intro h i j
    rw [h, mul_zero] at h2
    have hi := (Finset.sum_eq_zero_iff_of_nonneg (fun i _ => Finset.sum_nonneg
      fun j _ => (flux_mul_force hw hdb hp i j).1)).1 h2.symm i (Finset.mem_univ i)
    have hij := (Finset.sum_eq_zero_iff_of_nonneg
      (fun j _ => (flux_mul_force hw hdb hp i j).1)).1 hi j (Finset.mem_univ j)
    exact (flux_mul_force hw hdb hp i j).2.1 hij
  · intro h
    have h3 := Finset.sum_eq_zero fun i (_ : i ∈ Finset.univ) =>
      Finset.sum_eq_zero fun j (_ : j ∈ Finset.univ) =>
        (flux_mul_force hw hdb hp i j).2.2 (h i j)
    linarith

/-- In a stationary state the currents of any level quantity `f`, added over all baths,
cancel. For `f = E` this is energy conservation. -/
theorem sum_current_eq_zero {W : K → n → n → ℝ} {p : n → ℝ} (hst : IsStationary W p)
    (f : n → ℝ) : ∑ k, current f (W k) p = 0 := by
  have h : ∀ k, current f (W k) p =
      ∑ i, f i * ∑ j, (W k i j * p j - W k j i * p i) := by
    intro k
    have hswap : ∑ i, ∑ j, f j * (W k i j * p j) = ∑ i, ∑ j, f i * (W k j i * p i) :=
      Finset.sum_comm
    calc current f (W k) p
        = ∑ i, ∑ j, f i * (W k i j * p j) - ∑ i, ∑ j, f j * (W k i j * p j) := by
          simp only [current, ← Finset.sum_sub_distrib]
          refine Finset.sum_congr rfl fun i _ => Finset.sum_congr rfl fun j _ => ?_
          ring
      _ = ∑ i, f i * ∑ j, (W k i j * p j - W k j i * p i) := by
          rw [hswap]
          simp only [Finset.mul_sum, ← Finset.sum_sub_distrib]
          refine Finset.sum_congr rfl fun i _ => Finset.sum_congr rfl fun j _ => ?_
          ring
  rw [Finset.sum_congr rfl fun k _ => h k, Finset.sum_comm]
  refine Finset.sum_eq_zero fun i _ => ?_
  rw [← Finset.mul_sum, hst i, mul_zero]

/-- In a stationary state the total entropy production is minus the sum of the heat currents
weighted with the inverse temperatures. -/
theorem sum_entropyProduction {W : K → n → n → ℝ} {p : n → ℝ} (hst : IsStationary W p)
    (β : K → ℝ) (E : n → ℝ) :
    ∑ k, entropyProduction (β k) E (W k) p = -∑ k, β k * current E (W k) p := by
  simp only [entropyProduction, Finset.sum_sub_distrib, Finset.sum_neg_distrib]
  rw [sum_current_eq_zero hst, neg_zero, zero_sub]

/-- Second law for heat transport: for baths with non-negative rates and local detailed
balance, the heat currents in a positive stationary state obey `∑ β_k J_k ≤ 0`. -/
theorem sum_beta_mul_heat_nonpos {β : K → ℝ} {E : n → ℝ} {W : K → n → n → ℝ} {p : n → ℝ}
    (hW : ∀ k i j, 0 ≤ W k i j) (hdb : ∀ k, DetailedBalance (β k) E (W k))
    (hp : ∀ i, 0 < p i) (hst : IsStationary W p) :
    ∑ k, β k * current E (W k) p ≤ 0 := by
  have h := sum_entropyProduction hst β E
  have h0 := Finset.sum_nonneg fun k (_ : k ∈ Finset.univ) =>
    entropyProduction_nonneg (hW k) (hdb k) hp
  linarith

/-- For baths with non-negative rates and local detailed balance, in a positive stationary state,
`∑ β_k J_k = 0` holds exactly when every bath separately balances its jumps between every two
levels. -/
theorem sum_beta_mul_heat_eq_zero_iff {β : K → ℝ} {E : n → ℝ} {W : K → n → n → ℝ}
    {p : n → ℝ} (hW : ∀ k i j, 0 ≤ W k i j) (hdb : ∀ k, DetailedBalance (β k) E (W k))
    (hp : ∀ i, 0 < p i) (hst : IsStationary W p) :
    ∑ k, β k * current E (W k) p = 0 ↔ ∀ k i j, W k i j * p j = W k j i * p i := by
  have h := sum_entropyProduction hst β E
  constructor
  · intro h0 k
    rw [h0, neg_zero] at h
    exact (entropyProduction_eq_zero_iff (hW k) (hdb k) hp).1
      ((Finset.sum_eq_zero_iff_of_nonneg fun k _ =>
        entropyProduction_nonneg (hW k) (hdb k) hp).1 h k (Finset.mem_univ k))
  · intro hb
    have h0 := Finset.sum_eq_zero fun k (_ : k ∈ Finset.univ) =>
      (entropyProduction_eq_zero_iff (hW k) (hdb k) hp).2 (hb k)
    linarith

/-- Two baths with non-negative rates and local detailed balance, bath `0` the one with smaller
`β`, both drive a jump between levels of different energy. In a positive stationary state
heat then flows from bath `0` into the system at a strictly positive rate. -/
theorem heat_flows_from_hot {β : Fin 2 → ℝ} {E : n → ℝ} {W : Fin 2 → n → n → ℝ}
    {p : n → ℝ} (hW : ∀ k i j, 0 ≤ W k i j) (hdb : ∀ k, DetailedBalance (β k) E (W k))
    (hp : ∀ i, 0 < p i) (hst : IsStationary W p) (hβ : β 0 < β 1)
    {i j : n} (hE : E i ≠ E j) (hpos : ∀ k, 0 < W k i j) :
    0 < current E (W 0) p := by
  have hsum := sum_current_eq_zero hst E
  have hc := sum_beta_mul_heat_nonpos hW hdb hp hst
  rw [Fin.sum_univ_two] at hsum hc
  have hJ : current E (W 1) p = -current E (W 0) p := by linarith
  rw [hJ] at hc
  have h0 : 0 ≤ current E (W 0) p := by
    by_contra h
    nlinarith [mul_pos (sub_pos.2 hβ) (neg_pos.2 (not_le.1 h))]
  refine lt_of_le_of_ne h0 fun h => ?_
  -- without a current, both baths would be in equilibrium with the same populations
  have hz : ∑ k, β k * current E (W k) p = 0 := by
    rw [Fin.sum_univ_two, hJ, ← h]
    ring
  have hb := (sum_beta_mul_heat_eq_zero_iff hW hdb hp hst).1 hz
  have hl : ∀ k, Real.log (p j) + -(β k * E i) = Real.log (p i) + -(β k * E j) := by
    intro k
    have hd : W k i j * Real.exp (-(β k * E j)) = W k j i * Real.exp (-(β k * E i)) :=
      hdb k i j
    have he : p j * Real.exp (-(β k * E i)) = p i * Real.exp (-(β k * E j)) :=
      mul_left_cancel₀ (hpos k).ne' (by
        linear_combination Real.exp (-(β k * E i)) * hb k i j - p i * hd)
    have hlog := congrArg Real.log he
    rwa [Real.log_mul (hp j).ne' (Real.exp_pos _).ne',
      Real.log_mul (hp i).ne' (Real.exp_pos _).ne', Real.log_exp, Real.log_exp] at hlog
  have hprod : (β 1 - β 0) * (E i - E j) = 0 := by
    linear_combination hl 0 - hl 1
  exact mul_ne_zero (sub_ne_zero.2 hβ.ne') (sub_ne_zero.2 hE) hprod

/-- Rates of two baths on a two-level system: both excite at rate 1, and they de-excite at
rates 2 and 5. -/
def twoLevelRates : Fin 2 → Fin 2 → Fin 2 → ℝ :=
  ![![![0, 2], ![1, 0]], ![![0, 5], ![1, 0]]]

/-- With energies 0 and 1 and inverse temperatures `log 2` and `log 5`, these rates obey local
detailed balance, the populations 7/9 and 2/9 are stationary, and the first bath supplies
heat at rate 1/3. -/
theorem twoLevel_witness :
    (∀ k i j, 0 ≤ twoLevelRates k i j) ∧
    (∀ k, DetailedBalance ((![Real.log 2, Real.log 5] : Fin 2 → ℝ) k) ![0, 1]
      (twoLevelRates k)) ∧
    IsStationary twoLevelRates ![7 / 9, 2 / 9] ∧
    current ![0, 1] (twoLevelRates 0) ![7 / 9, 2 / 9] = 1 / 3 := by
  refine ⟨?_, ?_, ?_, ?_⟩
  · intro k i j
    fin_cases k <;> fin_cases i <;> fin_cases j <;> norm_num [twoLevelRates]
  · intro k i j
    fin_cases k <;> fin_cases i <;> fin_cases j <;>
      norm_num [twoLevelRates, Real.exp_neg, Real.exp_log]
  · intro i
    fin_cases i <;> norm_num [twoLevelRates, Fin.sum_univ_two]
  · norm_num [current, twoLevelRates, Fin.sum_univ_two]

end

end HeatTransport
```

```lean
#print axioms HeatTransport.sum_beta_mul_heat_nonpos
#print axioms HeatTransport.heat_flows_from_hot
```

```
'HeatTransport.sum_beta_mul_heat_nonpos' depends on axioms: [propext, Classical.choice, Quot.sound]
'HeatTransport.heat_flows_from_hot' depends on axioms: [propext, Classical.choice, Quot.sound]
```

## From pair fluxes to the second law in Lean

In `flux_mul_force`, the auxiliary claim `key` treats s(x − y)(log x − log y) by the three cases x < y, x = y and x > y. The equations `h1` and `h2` write the two one-way fluxes with the common prefactor s_ij; `h2` is where local detailed balance enters.

`two_mul_entropyProduction` exchanges the two levels with `Finset.sum_comm` and adds the two forms. Summing the pair inequality gives `entropyProduction_nonneg`. For the equality case, `Finset.sum_eq_zero_iff_of_nonneg` passes from a vanishing sum of non-negative terms to each vanishing term, first over levels and later over baths.

`sum_current_eq_zero` does the renaming in `hswap` and then applies stationarity level by level. `sum_entropyProduction` uses it with f = log p, after which `linarith` completes the main inequality.

In `heat_flows_from_hot`, `nlinarith` excludes a negative current. For a zero current, `he` combines pair balance with local detailed balance and cancels the positive rate. Taking logarithms for both baths and subtracting gives (β_1 − β_0)(E_i − E_j) = 0, the contradiction. `twoLevel_witness` checks the rates, the populations and J_0 = 1/3 of the two-level example entry by entry.
